# In one dimension, Fourier interpolation over consecutive lattice translations including zero preserves the mean dynamical matrix on denser uniform meshes

Dynamical matrices `D j` are given at the `N` wavevectors 2πj/N of a one-dimensional uniform mesh, and are interpolated by a sum of Bloch phases times coefficient matrices `C R`, with `R` running over `N` consecutive integers that include zero. The theorem `dense_average_eq` states that the average of this interpolant over a uniform mesh of `M` ≥ `N` points, rigidly shifted by any real `s`, equals the average of the original `D j`. The matrices are complex and need not be Hermitian. The proof uses `average_eq_onsite` twice, to turn the dense average into the on-site coefficient `C 0` and then `C 0` into the average over the original mesh with zero shift, which it compares with the average of the `D j` term by term.

As first written in Lean, the proof fails:

```lean
import Mathlib

open Finset

namespace DenseAverageEq

noncomputable section

variable {n : Type*}

/-- The Bloch phase `exp(i R q)` of lattice translation `R` at wavevector `q`. -/
def phase (R : ℤ) (q : ℝ) : ℂ := Complex.exp (R * q * Complex.I)

/-- The wavevector `2 π j / M` of a uniform mesh with `M > 0` points. -/
def meshPoint (M j : ℕ) : ℝ := 2 * Real.pi * j / M

/-- The average of `f` over the uniform mesh with `M > 0` points. -/
def meshAverage {V : Type*} [AddCommGroup V] [Module ℂ V] (M : ℕ) (f : ℝ → V) : V :=
  (M : ℂ)⁻¹ • ∑ j ∈ range M, f (meshPoint M j)

/-- The matrix function `∑ exp(i R q) C(R)`, with `R` running over the `N` consecutive
integers that start at `a`. -/
def interpolant (a : ℤ) (N : ℕ) (C : ℤ → Matrix n n ℂ) (q : ℝ) : Matrix n n ℂ :=
  ∑ R ∈ Ico a (a + N), phase R q • C R

/-- On a mesh with `M > 0` points the phase of translation `R` averages to one if `M`
divides `R`, and to zero otherwise. -/
theorem phase_average {M : ℕ} (hM : 0 < M) (R : ℤ) :
    (M : ℂ)⁻¹ * ∑ j ∈ range M, phase R (meshPoint M j) =
      if (M : ℤ) ∣ R then 1 else 0 := by
  have hM' : (M : ℂ) ≠ 0 := by exact_mod_cast hM.ne'
  have hinv : (M : ℂ) * (M : ℂ)⁻¹ = 1 := mul_inv_cancel₀ hM'
  -- the phases are the powers of an M-th root of unity
  have hpow : ∀ j : ℕ, phase R (meshPoint M j) = phase R (meshPoint M 1) ^ j := by
    intro j
    unfold phase meshPoint
    rw [← Complex.exp_nat_mul]
    congr 1
    push_cast
    ring
  have hone : phase R (meshPoint M 1) ^ M = 1 := by
    rw [← hpow]
    unfold phase meshPoint
    refine Complex.exp_eq_one_iff.mpr ⟨R, ?_⟩
    push_cast
    field_simp
  have hiff : phase R (meshPoint M 1) = 1 ↔ (M : ℤ) ∣ R := by
    unfold phase meshPoint
    rw [Complex.exp_eq_one_iff]
    constructor
    · rintro ⟨k, hk⟩
      refine ⟨k, ?_⟩
      have h : (R : ℂ) = M * k := by
        apply mul_right_cancel₀ Complex.two_pi_I_ne_zero
        push_cast at hk
        linear_combination (M : ℂ) * hk - (R * (2 * Real.pi * Complex.I)) * hinv
      exact_mod_cast h
    · rintro ⟨k, rfl⟩
      refine ⟨k, ?_⟩
      push_cast
      field_simp
  rw [Finset.sum_congr rfl (fun j _ => hpow j)]
  split_ifs with h
  · rw [hiff.mpr h]
    simp [hM']
  · have hz : 1 - phase R (meshPoint M 1) ≠ 0 :=
      sub_ne_zero.mpr (fun e => h (hiff.mp e.symm))
    have g := mul_neg_geom_sum (phase R (meshPoint M 1)) M
    rw [hone, sub_self] at g
    rw [(mul_eq_zero.mp g).resolve_left hz, mul_zero]

/-- Any multiple of `M` strictly between `-M` and `M` is zero. -/
theorem eq_zero_of_dvd_of_small {M : ℕ} {R : ℤ} (h : (M : ℤ) ∣ R)
    (h1 : -(M : ℤ) < R) (h2 : R < M) : R = 0 := by
  obtain ⟨k, rfl⟩ := h
  have hk1 : k < 1 := by
    by_contra hc
    nlinarith
  have hk2 : -1 < k := by
    by_contra hc
    nlinarith
  have hk : k = 0 := by omega
  rw [hk, mul_zero]

/-- If the `N` consecutive translations include zero and `M ≥ N`, the average of the interpolant
over the `M`-point mesh, rigidly shifted by any `s`, is the on-site coefficient `C(0)`. -/
theorem average_eq_onsite {a : ℤ} {N M : ℕ} (ha : a ≤ 0) (h0 : 0 < a + N) (hNM : N ≤ M)
    (C : ℤ → Matrix n n ℂ) (s : ℝ) :
    meshAverage M (fun q => interpolant a N C (q + s)) = C 0 := by
  have hM : 0 < M := by omega
  calc meshAverage M (fun q => interpolant a N C (q + s))
      = ∑ R ∈ Ico a (a + N),
          (phase R s * ((M : ℂ)⁻¹ * ∑ j ∈ range M, phase R (meshPoint M j))) • C R := by
        unfold meshAverage interpolant
        simp only [Finset.smul_sum, Finset.mul_sum, Finset.sum_smul, smul_smul]
        rw [Finset.sum_comm]
        refine Finset.sum_congr rfl fun R _ => Finset.sum_congr rfl fun j _ => ?_
        have h : phase R (meshPoint M j + s) = phase R s * phase R (meshPoint M j) := by
          unfold phase
          rw [← Complex.exp_add]
          congr 1
          push_cast
          ring
        rw [h]
        congr 1
        ring
    _ = C 0 := by
        -- no other translation in the window is a multiple of M
        rw [Finset.sum_eq_single 0]
        · rw [phase_average hM, if_pos (dvd_zero _)]
          simp [phase]
        · intro R hR hne
          rw [Finset.mem_Ico] at hR
          rw [phase_average hM, if_neg, mul_zero, zero_smul]
          intro hd
          exact hne (eq_zero_of_dvd_of_small hd (by omega) (by omega))
        · intro h
          exact absurd (Finset.mem_Ico.mpr ⟨ha, h0⟩) h

/-- Let exponentials on `N` consecutive integers containing zero interpolate the dynamical
matrices `D j` at `2 π j / N`. For every `M ≥ N` and every rigid shift `s`, the average of
the interpolant over the `M`-point mesh equals the original average of the `D j`. -/
theorem dense_average_eq {a : ℤ} {N M : ℕ} (ha : a ≤ 0) (h0 : 0 < a + N) (hNM : N ≤ M)
    (C : ℤ → Matrix n n ℂ) (D : ℕ → Matrix n n ℂ)
    (hD : ∀ j < N, interpolant a N C (meshPoint N j) = D j) (s : ℝ) :
    meshAverage M (fun q => interpolant a N C (q + s)) =
      (N : ℂ)⁻¹ • ∑ j ∈ range N, D j := by
  -- both averages are the on-site coefficient
  rw [average_eq_onsite ha h0 hNM, ← average_eq_onsite ha h0 le_rfl C 0]
  unfold meshAverage
  congr 1
  refine Finset.sum_congr rfl fun j hj => ?_
  rw [add_zero]
  exact hD j (Finset.mem_range.mp hj)

end

end DenseAverageEq
```

The compiler's answer:

```
Main.lean:133:6: error: Tactic `rewrite` failed: Did not find an occurrence of the pattern
  ?a + 0
in the target expression
  (fun q => interpolant a N C (q + 0)) (meshPoint N j) = D j

case e_a
n : Type u_1
a : ℤ
N M : ℕ
ha : a ≤ 0
h0 : 0 < a + ↑N
hNM : N ≤ M
C : ℤ → Matrix n n ℂ
D : ℕ → Matrix n n ℂ
hD : ∀ j < N, interpolant a N C (meshPoint N j) = D j
s : ℝ
j : ℕ
hj : j ∈ range N
⊢ (fun q => interpolant a N C (q + 0)) (meshPoint N j) = D j
```

What went wrong. The one error is at `rw [add_zero]`, which should remove the zero shift. The goal's left side is still a function applied to an argument, `(fun q => interpolant a N C (q + 0)) (meshPoint N j)`, and the argument has not been substituted for `q`. The only sum with zero is therefore `q + 0`, where `q` is bound by the `fun`. `rw` has to fill the `?a` of its pattern `?a + 0` with a term that makes sense outside the `fun`, and `q` does not, so it reports that the pattern does not occur.

The repair replaces this step with `simp only [add_zero]`. `simp only` can rewrite under a binder, and it also carries out the pending substitution, so the goal becomes `interpolant a N C (meshPoint N j) = D j`. This is what `hD` gives for `j < N`, and the unchanged `exact` line closes the goal.

The repair, with which the file compiles:

```diff
@@ -131,5 +131,5 @@
   congr 1
   refine Finset.sum_congr rfl fun j hj => ?_
-  rw [add_zero]
+  simp only [add_zero]
   exact hD j (Finset.mem_range.mp hj)
 
```
